# An upper bound on the overlap with an eigenstate from mean energy and variance

A variational calculation has produced a normalised trial state \(x\), together with its mean energy \(R\) and its energy variance \(v\). Some eigenvalue \(E\) of the Hamiltonian is known, and \(R\) misses it by several times \(\sqrt v\). How much of the corresponding eigenstate \(u\) can the trial state contain? A large component along \(u\) combined with a mean far from \(E\) requires other components at quite different energies, and these make the variance large. A small variance therefore limits the overlap.

For a symmetric operator \(T\), a unit eigenvector \(u\) with \(Tu=Eu\), and a unit vector \(x\), the quantitative form is
\[
|\langle u,x\rangle|^2\,\bigl(v+(R-E)^2\bigr)\le v .
\]
If \(|R-E|=3\sqrt v\), for example, and \(v>0\), the weight of \(u\) in \(x\) is at most \(1/10\). The eigenvalue may lie anywhere in the spectrum; it need not be the ground-state energy.

## Cauchy–Schwarz applied to the residual

The inner product is linear in its second argument. Symmetry means \(\langle Ty,z\rangle=\langle y,Tz\rangle\) for all \(y,z\), so \(R=\langle x,Tx\rangle\) equals its own conjugate and is real. Define the residual \(r=Tx-Rx\) and the variance \(v=\|r\|^2\). Since \(\|x\|=1\),
\[
v=\|Tx\|^2-2R\,\mathrm{Re}\langle Tx,x\rangle+R^2=\|Tx\|^2-R^2,
\]
which is the usual mean square minus squared mean.

The residual is orthogonal to the trial state, and its component along \(u\) is proportional to the overlap:
\[
\langle x,r\rangle=R-R\langle x,x\rangle=0,\qquad
\langle u,r\rangle=\langle Tu,x\rangle-R\langle u,x\rangle=(E-R)\langle u,x\rangle .
\]

Write \(s=|\langle u,x\rangle|^2\), and let \(p=u-\langle x,u\rangle x\) be the part of \(u\) orthogonal to \(x\). Its squared norm is
\[
\|p\|^2=1-2\,\mathrm{Re}\bigl(\langle x,u\rangle\langle u,x\rangle\bigr)+|\langle x,u\rangle|^2=1-s .
\]
Because \(r\) is orthogonal to \(x\), replacing \(u\) by \(p\) leaves the inner product with \(r\) unchanged: \(\langle p,r\rangle=(E-R)\langle u,x\rangle\). The squared Cauchy–Schwarz inequality \(|\langle p,r\rangle|^2\le\|p\|^2\|r\|^2\) now reads
\[
(E-R)^2 s\le(1-s)\,v ,
\]
and moving \(sv\) to the left gives the bound.

Two rearrangements follow. If \(R\ne E\), division gives \(s\le v/(v+(R-E)^2)\). If \(s\ne0\), the same inequality limits the energy error: \((R-E)^2\le v(1-s)/s\).

## Two-level superpositions attain equality

Let \(u,w\) be orthonormal eigenvectors with eigenvalues \(E,F\), and let \(x=au+bw\) with \(|a|^2+|b|^2=1\). Then \(\langle u,x\rangle=a\) and \(R=|a|^2E+|b|^2F\), so
\[
R-E=|b|^2(F-E),\qquad F-R=|a|^2(F-E).
\]
The residual is \(a(E-R)u+b(F-R)w\), and Pythagoras gives
\[
v=|a|^2(E-R)^2+|b|^2(F-R)^2=|a|^2|b|^2(F-E)^2 .
\]
Hence \(v+(R-E)^2=|b|^2(F-E)^2\), and multiplication by \(|a|^2\) returns \(v\) exactly. When \(E=F\), or when one amplitude vanishes, both sides of the equality are zero; otherwise they are positive.

## The operator, its mean energy and its variance in Lean

The state space `V` is a complex inner-product space of any dimension, with no completeness assumed.

```lean
import Mathlib

open scoped InnerProductSpace

namespace OverlapUpperBound

noncomputable section

variable {V : Type*} [NormedAddCommGroup V] [InnerProductSpace ℂ V]
```

The operator is a linear map `T : V →ₗ[ℂ] V`, defined on all of `V` and mapping `V` into itself. A differential operator fits if `V` is taken to be a space of functions that it preserves, such as the Schwartz functions for the harmonic oscillator; both \(u\) and \(x\) must then belong to that space. On a domain that the Hamiltonian does not map into itself, the theorems do not apply in this form.

The mean energy is defined as a real number by taking a real part, which makes sense before symmetry is known.

```lean
/-- The mean energy of the vector `x`: the real part of `⟨x, T x⟩`. -/
def meanEnergy (T : V →ₗ[ℂ] V) (x : V) : ℝ := (inner ℂ x (T x)).re
```

The residual uses this real number as a complex scalar.

```lean
/-- The residual vector `T x - R x`, with `R` the mean energy of `x`. -/
def residual (T : V →ₗ[ℂ] V) (x : V) : V := T x - (meanEnergy T x : ℂ) • x
```

The variance is the squared norm of the residual. The definition accepts any vector, but it has its statistical meaning for unit vectors.

```lean
/-- The energy variance of `x`: the squared norm of the residual. -/
def variance (T : V →ₗ[ℂ] V) (x : V) : ℝ := ‖residual T x‖ ^ 2
```

With the hypothesis `T.IsSymmetric`, taking the real part loses nothing. The proof reduces the claim to \(\overline{\langle x,Tx\rangle}=\langle x,Tx\rangle\), which is symmetry applied to `x` and `x`.

```lean
/-- For a symmetric operator the expectation value `⟨x, T x⟩` is real and equals the
mean energy. -/
theorem meanEnergy_coe {T : V →ₗ[ℂ] V} (hT : T.IsSymmetric) (x : V) :
    (meanEnergy T x : ℂ) = inner ℂ x (T x) := by
  apply Complex.conj_eq_iff_re.mp
  rw [inner_conj_symm]
  exact hT x x
```

The next theorem confirms that `variance` is the familiar quantity. It expands the squared norm of a difference with `norm_sub_sq` and collects the terms in \(R^2\), as in the calculation above.

```lean
/-- For a unit vector the variance is the mean of the squared energy minus the square of
the mean energy, `‖T x‖² - R²`. -/
theorem variance_eq {T : V →ₗ[ℂ] V} (hT : T.IsSymmetric) {x : V} (hx : ‖x‖ = 1) :
    variance T x = ‖T x‖ ^ 2 - meanEnergy T x ^ 2 := by
  rw [variance, residual, norm_sub_sq (𝕜 := ℂ), inner_smul_right, hT x x,
    ← meanEnergy_coe hT x, norm_smul, hx, Complex.norm_real, Real.norm_eq_abs, mul_one,
    sq_abs, ← Complex.ofReal_mul, RCLike.re_to_complex, Complex.ofReal_re]
  ring
```

## The three ingredients of the bound

The first is the orthogonality \(\langle x,r\rangle=0\). The hypothesis `‖x‖ = 1` enters here, through \(\langle x,x\rangle=1\).

```lean
/-- For a symmetric operator, the residual of a unit vector is orthogonal to that vector. -/
theorem inner_self_residual {T : V →ₗ[ℂ] V} (hT : T.IsSymmetric) {x : V} (hx : ‖x‖ = 1) :
    inner ℂ x (residual T x) = 0 := by
  rw [residual, inner_sub_right, inner_smul_right, meanEnergy_coe hT,
    inner_self_eq_norm_sq_to_K, hx]
  simp
```

The second is the component of the residual along the eigenvector. Symmetry moves `T` onto `u`, where the eigenvalue equation `hTu` applies. The type `E : ℝ` builds in a real eigenvalue, which is no loss for a symmetric operator. This lemma needs no normalisation.

```lean
/-- For a symmetric operator, the inner product of an eigenvector `u` (with real eigenvalue `E`)
with the residual of `x` is the energy difference `E - R` times the overlap `⟨u, x⟩`. -/
theorem inner_eigenvector_residual {T : V →ₗ[ℂ] V} (hT : T.IsSymmetric) {u : V} {E : ℝ}
    (hTu : T u = (E : ℂ) • u) (x : V) :
    inner ℂ u (residual T x) = ((E - meanEnergy T x : ℝ) : ℂ) * inner ℂ u x := by
  rw [residual, inner_sub_right, inner_smul_right, ← hT u x, hTu, inner_smul_left,
    Complex.conj_ofReal]
  push_cast
  ring
```

The third is purely geometric and does not involve `T`. The auxiliary statement `h` says that \(\langle x,u\rangle\langle u,x\rangle=|\langle u,x\rangle|^2\), and the expansion of the norm then gives \(1-s\).

```lean
/-- The part of a unit vector `u` orthogonal to a unit vector `x` has squared norm
`1 - |⟨u, x⟩|²`. -/
theorem norm_sq_orthogonal_part {u x : V} (hu : ‖u‖ = 1) (hx : ‖x‖ = 1) :
    ‖u - (inner ℂ x u : ℂ) • x‖ ^ 2 = 1 - ‖(inner ℂ u x : ℂ)‖ ^ 2 := by
  have h : (inner ℂ x u * inner ℂ u x : ℂ) = ((‖(inner ℂ u x : ℂ)‖ ^ 2 : ℝ) : ℂ) := by
    rw [← inner_conj_symm x u, Complex.conj_mul', Complex.ofReal_pow]
  rw [norm_sub_sq (𝕜 := ℂ), inner_smul_right, h, norm_smul, hu, hx, norm_inner_symm x u]
  simp only [RCLike.re_to_complex, Complex.ofReal_re]
  ring
```

## The overlap bound and its two rearrangements

The main theorem takes a symmetric `T`, a unit eigenvector `u` with eigenvalue `E`, and a unit vector `x`. Its conclusion is the inequality in product form, which also makes sense when \(v\) and \(R-E\) both vanish.

```lean
/-- Upper bound on the overlap: for a symmetric operator, a unit vector `x` with mean energy `R` and
variance `v` satisfies `|⟨u, x⟩|² (v + (R - E)²) ≤ v` for every unit eigenvector `u` with eigenvalue
`E`. -/
theorem overlap_upper_bound {T : V →ₗ[ℂ] V} (hT : T.IsSymmetric) {u x : V} {E : ℝ}
    (hu : ‖u‖ = 1) (hTu : T u = (E : ℂ) • u) (hx : ‖x‖ = 1) :
    ‖(inner ℂ u x : ℂ)‖ ^ 2 * (variance T x + (meanEnergy T x - E) ^ 2) ≤ variance T x := by
  -- The residual only sees the part of `u` orthogonal to `x`.
  have hw : inner ℂ (u - (inner ℂ x u : ℂ) • x) (residual T x)
      = ((E - meanEnergy T x : ℝ) : ℂ) * inner ℂ u x := by
    rw [inner_sub_left, inner_smul_left, inner_self_residual hT hx, mul_zero, sub_zero,
      inner_eigenvector_residual hT hTu]
  -- Cauchy-Schwarz, squared.
  have hsq := pow_le_pow_left₀ (norm_nonneg _)
    (norm_inner_le_norm (𝕜 := ℂ) (u - (inner ℂ x u : ℂ) • x) (residual T x)) 2
  rw [hw, norm_mul, Complex.norm_real, mul_pow, mul_pow, Real.norm_eq_abs, sq_abs,
    norm_sq_orthogonal_part hu hx] at hsq
  unfold variance
  nlinarith [hsq]
```

The step `hw` computes \(\langle p,r\rangle\), using the first ingredient to remove the term along \(x\) and the second to evaluate the rest. The step `hsq` squares Cauchy–Schwarz, and the rewriting after it turns the result into \((E-R)^2s\le(1-s)v\). The final `nlinarith` performs the rearrangement.

The quotient form is stated for \(R\ne E\), which makes the denominator positive even if the variance is zero. In that case the bound forces the overlap to vanish, as it should: \(x\) is then itself an eigenvector, with a different eigenvalue.

```lean
/-- Let `u` be a unit eigenvector of a symmetric operator, with eigenvalue `E`, and `x` a unit
vector. If the mean energy `R` of `x` differs from `E`, the squared overlap is at most `v / (v + (R
- E)²)`. -/
theorem overlap_le_div {T : V →ₗ[ℂ] V} (hT : T.IsSymmetric) {u x : V} {E : ℝ}
    (hu : ‖u‖ = 1) (hTu : T u = (E : ℂ) • u) (hx : ‖x‖ = 1) (hne : meanEnergy T x ≠ E) :
    ‖(inner ℂ u x : ℂ)‖ ^ 2 ≤ variance T x / (variance T x + (meanEnergy T x - E) ^ 2) := by
  have h1 : 0 < (meanEnergy T x - E) ^ 2 := pow_pos_of_ne (sub_ne_zero.mpr hne)
  have h2 : 0 ≤ variance T x := sq_nonneg _
  rw [le_div_iff₀ (by linarith)]
  exact overlap_upper_bound hT hu hTu hx
where
  pow_pos_of_ne {a : ℝ} (ha : a ≠ 0) : 0 < a ^ 2 := by positivity
```

When \(R=E\), the product form says only \(sv\le v\), which gives no information about the overlap beyond \(s\le1\).

The second rearrangement assumes a nonzero overlap and bounds the squared energy error. It is the main inequality with the terms regrouped and divided by \(s\).

```lean
/-- Let `u` be a unit eigenvector of a symmetric operator, with eigenvalue `E`, and `x` a unit
vector. If `⟨u, x⟩` is nonzero, the squared energy error `(R - E)²` is at most `v (1 - |⟨u, x⟩|²) /
|⟨u, x⟩|²`. -/
theorem energy_error_le {T : V →ₗ[ℂ] V} (hT : T.IsSymmetric) {u x : V} {E : ℝ}
    (hu : ‖u‖ = 1) (hTu : T u = (E : ℂ) • u) (hx : ‖x‖ = 1) (hux : (inner ℂ u x : ℂ) ≠ 0) :
    (meanEnergy T x - E) ^ 2 ≤
      variance T x * (1 - ‖(inner ℂ u x : ℂ)‖ ^ 2) / ‖(inner ℂ u x : ℂ)‖ ^ 2 := by
  have h1 : 0 < ‖(inner ℂ u x : ℂ)‖ ^ 2 := pow_pos (norm_pos_iff.mpr hux) 2
  rw [le_div_iff₀ h1]
  linarith [overlap_upper_bound hT hu hTu hx]
```

These inequalities apply to variational calculations in a finite basis, where `T` is the Hamiltonian projected onto the span of that basis. Then \(u\) and \(E\) are an eigenvector and an eigenvalue of the projected operator, in general not of the full Hamiltonian, and \(v\) is the variance of the projected operator, which can be smaller than the variance of the full Hamiltonian in the same state. The inequalities take \(R\) and \(v\) as exact values, so the sampling error of a Monte Carlo estimate has to be treated separately.

## Equality for two eigenvectors

The sharpness proof uses Pythagoras for two orthonormal vectors with complex amplitudes.

```lean
/-- Pythagoras for a superposition of two orthonormal vectors. -/
theorem norm_sq_superposition {u w : V} (hu : ‖u‖ = 1) (hw : ‖w‖ = 1)
    (huw : (inner ℂ u w : ℂ) = 0) (a b : ℂ) :
    ‖a • u + b • w‖ ^ 2 = ‖a‖ ^ 2 + ‖b‖ ^ 2 := by
  rw [norm_add_sq (𝕜 := ℂ), inner_smul_left, inner_smul_right, huw, norm_smul, norm_smul,
    hu, hw]
  simp
```

The last theorem states equality for every normalised superposition \(au+bw\). Symmetry of `T` is not assumed: the orthogonality of the two eigenvectors and their real eigenvalues are given as hypotheses, and the calculation uses nothing else about the operator apart from its linearity.

```lean
/-- Every normalised superposition `a u + b w` of two orthonormal eigenvectors with real eigenvalues
attains equality in the overlap bound for `u`. -/
theorem overlap_bound_sharp {T : V →ₗ[ℂ] V} {u w : V} {E F : ℝ}
    (hu : ‖u‖ = 1) (hw : ‖w‖ = 1) (huw : (inner ℂ u w : ℂ) = 0)
    (hTu : T u = (E : ℂ) • u) (hTw : T w = (F : ℂ) • w)
    {a b : ℂ} (hab : ‖a‖ ^ 2 + ‖b‖ ^ 2 = 1) :
    ‖(inner ℂ u (a • u + b • w) : ℂ)‖ ^ 2 *
        (variance T (a • u + b • w) + (meanEnergy T (a • u + b • w) - E) ^ 2)
      = variance T (a • u + b • w) := by
  have hwu : (inner ℂ w u : ℂ) = 0 := inner_eq_zero_symm.mp huw
  have huu : (inner ℂ u u : ℂ) = 1 := by rw [inner_self_eq_norm_sq_to_K, hu]; simp
  have hww : (inner ℂ w w : ℂ) = 1 := by rw [inner_self_eq_norm_sq_to_K, hw]; simp
  -- The overlap is the amplitude `a`.
  have hov : (inner ℂ u (a • u + b • w) : ℂ) = a := by
    rw [inner_add_right, inner_smul_right, inner_smul_right, huu, huw]
    ring
  -- The mean energy is the weighted average of the two eigenvalues.
  have hR : meanEnergy T (a • u + b • w) = ‖a‖ ^ 2 * E + ‖b‖ ^ 2 * F := by
    have h : (inner ℂ (a • u + b • w) (T (a • u + b • w)) : ℂ)
        = ((‖a‖ ^ 2 * E + ‖b‖ ^ 2 * F : ℝ) : ℂ) := by
      simp only [map_add, map_smul, hTu, hTw, inner_add_left, inner_add_right,
        inner_smul_left, inner_smul_right, huw, hwu, huu, hww]
      push_cast
      rw [← Complex.conj_mul' a, ← Complex.conj_mul' b]
      ring
    rw [meanEnergy, h, Complex.ofReal_re]
  -- The residual is again a superposition of the two eigenvectors.
  have hv : ∀ R : ℝ, meanEnergy T (a • u + b • w) = R →
      variance T (a • u + b • w) = ‖a‖ ^ 2 * (E - R) ^ 2 + ‖b‖ ^ 2 * (F - R) ^ 2 := by
    intro R h
    have hr : residual T (a • u + b • w)
        = (a * ((E - R : ℝ) : ℂ)) • u + (b * ((F - R : ℝ) : ℂ)) • w := by
      rw [residual, h, map_add, map_smul, map_smul, hTu, hTw]
      push_cast
      module
    rw [variance, hr, norm_sq_superposition hu hw huw, norm_mul, norm_mul,
      Complex.norm_real, Complex.norm_real, mul_pow, mul_pow, Real.norm_eq_abs,
      Real.norm_eq_abs, sq_abs, sq_abs]
  have hb : ‖b‖ ^ 2 = 1 - ‖a‖ ^ 2 := by linarith
  rw [hov, hv _ hR, hR, hb]
  ring

end

end OverlapUpperBound
```

The proof follows the two-level calculation. The step `hov` identifies the overlap with \(a\), `hR` finds the weighted mean energy, and `hv` writes the residual in the two eigenvectors and applies Pythagoras. Substituting \(|b|^2=1-|a|^2\) leaves a polynomial identity in \(|a|^2\), \(E\) and \(F\), which `ring` closes.

```lean
#print axioms OverlapUpperBound.overlap_upper_bound
#print axioms OverlapUpperBound.overlap_le_div
#print axioms OverlapUpperBound.energy_error_le
#print axioms OverlapUpperBound.overlap_bound_sharp
```

```
'OverlapUpperBound.overlap_upper_bound' depends on axioms: [propext, Classical.choice, Quot.sound]
'OverlapUpperBound.overlap_le_div' depends on axioms: [propext, Classical.choice, Quot.sound]
'OverlapUpperBound.energy_error_le' depends on axioms: [propext, Classical.choice, Quot.sound]
'OverlapUpperBound.overlap_bound_sharp' depends on axioms: [propext, Classical.choice, Quot.sound]
```
